# Supergradients of the lattice ground-state energy are ensemble ground-state densities

Let m be a finite nonempty set of basis labels and ι a finite set of sites. Let H0 and n_i (i ∈ ι) be Hermitian matrices on ℂ^m, and for a real potential v = (v_i) set

H(v) = H0 + Σ_i v_i n_i,   E(v) = inf { Re⟨ψ, H(v)ψ⟩ : ⟨ψ,ψ⟩ = 1 }.

A density matrix Γ is positive semidefinite with tr Γ = 1. A real vector ρ = (ρ_i) satisfies

E(w) ≤ E(v) + (w − v)·ρ   for all potentials w   (S)

if and only if some density matrix Γ has tr(Γ n_i) = ρ_i for every i and tr(Γ H(v)) = E(v). Condition (S) says that ρ is a supergradient of E at v. Call ρ ensemble v-representable if such a Γ exists for some potential v. Then ρ is ensemble v-representable exactly when w ↦ E(w) − w·ρ attains its maximum. For finite lattice models with a fixed number of particles, where n_i counts the particles on site i, this says that the supremum sup_w (E(w) − w·ρ) defining Lieb's density functional is reached by a potential if and only if ρ is ensemble v-representable.

## Derivation by hand

Write ⟨A⟩_Γ = Re tr(ΓA) for any matrix A.

*Variational bound.* Rescaling a nonzero vector x to unit length gives E(v)⟨x,x⟩ ≤ Re⟨x,H(v)x⟩, and x = 0 is trivial. Factor Γ = BᴴB and let x_k be the complex conjugate of row k of B. Then tr(ΓA) = Σ_k ⟨x_k, A x_k⟩, and A = 1 gives Σ_k ⟨x_k,x_k⟩ = 1. Summing the bound over k,

E(v) ≤ ⟨H(v)⟩_Γ.   (1)

*Shift.* By linearity of the trace,

⟨H(w)⟩_Γ = ⟨H(v)⟩_Γ + Σ_i (w_i − v_i)⟨n_i⟩_Γ.   (2)

*Ensemble implies (S).* If ⟨H(v)⟩_Γ = E(v) and ⟨n_i⟩_Γ = ρ_i, then (1) at w followed by (2) is (S).

*(S) implies ensemble.* Let K be the set of vectors (⟨H(v)⟩_Γ, ⟨n_i⟩_Γ) as Γ runs over the density matrices. K is convex because mixtures of density matrices are density matrices. It is compact because tr(BᴴB) = Σ|B_ij|² = 1 defines a closed bounded set of matrices B, of which K is a continuous image. A point outside K is strictly separated from it by a hyperplane, so p = (E(v), ρ) lies in K once it obeys every linear lower bound valid on K. Take real numbers a0, a_i, c with

c ≤ a0⟨H(v)⟩_Γ + Σ_i a_i⟨n_i⟩_Γ   for all Γ,

and choose t > 0 with t·a0 ≤ 1. For a unit vector ψ put Γ = |ψ⟩⟨ψ| and e = ⟨H(v)⟩_Γ ≥ E(v). By (2),

⟨H(v + ta)⟩_Γ = e + t Σ_i a_i⟨n_i⟩_Γ ≥ (1 − t·a0)e + tc ≥ E(v) + t(c − a0E(v)).

The infimum over ψ gives E(v + ta) ≥ E(v) + t(c − a0E(v)), while (S) at w = v + ta gives E(v + ta) ≤ E(v) + t a·ρ. Dividing by t yields c ≤ a0E(v) + a·ρ, so p ∈ K. Traces of products of two Hermitian matrices are real, so "Re" can be removed.

## Examples

The examples are worked on paper and are not part of the checked file.

*One particle on two sites.* Take H(v) with diagonal (v_1, v_2) and off-diagonal entries −1, so that

E(v) = (v_1 + v_2)/2 − √(1 + (v_2 − v_1)²/4).

At v = (0, 3/2), E = 3/4 − 5/4 = −1/2 with ψ = (2, 1)/√5 and ρ = (4/5, 1/5). At w = 0, (S) reads −1 ≤ −1/2 − 3/10. For ρ = (1, 0) and d = w_2 − w_1, E(w) − w·ρ = d/2 − √(1 + d²/4) is negative and tends to 0 as d → ∞: no maximum exists and ρ is not representable.

*Smallest case.* With one basis state the matrices are real numbers, Γ = 1, E is affine, and both sides say ρ_i = n_i.

*Without Hermiticity.* With one basis state, one site, H0 = 0 and n_1 the imaginary unit, E vanishes identically and ρ_1 = 0 satisfies (S), but tr(Γ n_1) ≠ 0.

*Pure states instead of ensembles.* One could require Γ = |ψ⟩⟨ψ|. With H0 = 0 and the three Pauli matrices as n_i, E(w) = −|w|, and ρ = 0 satisfies (S) at v = 0. Every pure state has |ρ| = 1; the state needed is half the identity. So for general Hermitian n_i, which need not be site occupations, the equivalence would fail.

## Formal development

The types `m` and `ι` label basis states and sites.

```lean
import Mathlib

open Matrix
open scoped ComplexOrder

set_option maxHeartbeats 40000

namespace LatticeVRepresentability

noncomputable section

variable {m ι : Type*} [Fintype m] [DecidableEq m] [Fintype ι]
```

The four definitions are those above; `star ψ ⬝ᵥ x` is ⟨ψ,x⟩, `ev Γ A` is ⟨A⟩_Γ, and `groundEnergy (ham H0 n v)` is E(v).

```lean
/-- A density matrix: positive semidefinite with unit trace. -/
def IsDensity (Γ : Matrix m m ℂ) : Prop := Γ.PosSemidef ∧ Γ.trace = 1

/-- The expectation value `Re tr(Γ A)`. -/
def ev (Γ A : Matrix m m ℂ) : ℝ := (Γ * A).trace.re

/-- The lattice Hamiltonian `H(v) = H0 + ∑ v_i n_i`. -/
def ham (H0 : Matrix m m ℂ) (n : ι → Matrix m m ℂ) (v : ι → ℝ) : Matrix m m ℂ :=
  H0 + ∑ i, (v i : ℂ) • n i

/-- The ground-state energy: infimum of `Re ⟨ψ, H ψ⟩` over unit vectors. -/
def groundEnergy (H : Matrix m m ℂ) : ℝ :=
  sInf {e | ∃ ψ : m → ℂ, star ψ ⬝ᵥ ψ = 1 ∧ (star ψ ⬝ᵥ H *ᵥ ψ).re = e}
```

`groundEnergy` is defined for any matrix as an infimum of the real part of the quadratic form, with no reference to eigenvalues. For Hermitian `H` and nonempty `m` it is the lowest eigenvalue.

```lean
open scoped MatrixOrder in
/-- A density matrix factorises as `Bᴴ B`. -/
theorem density_factor {Γ : Matrix m m ℂ} (hΓ : IsDensity Γ) :
    ∃ B : Matrix m m ℂ, Γ = Bᴴ * B := by
  have gen : ∀ (K : Type) [RCLike K] (A : Matrix m m K), A.PosSemidef →
      ∃ B : Matrix m m K, A = Bᴴ * B := by
    intro K _ A hA
    obtain ⟨B, rfl⟩ := CStarAlgebra.nonneg_iff_eq_star_mul_self.mp hA.nonneg
    exact ⟨B, by rw [star_eq_conjTranspose]⟩
  exact gen ℂ Γ hΓ.1

/-- The density matrices form a compact set. -/
theorem density_isCompact : IsCompact {Γ : Matrix m m ℂ | IsDensity Γ} := by
  have hc : Continuous fun B : Matrix m m ℂ => Bᴴ * B :=
    continuous_id'.matrix_conjTranspose.matrix_mul continuous_id'
  have hS : IsCompact {B : Matrix m m ℂ | (Bᴴ * B).trace = 1} := by
    have hbox : IsCompact
        (Set.univ.pi fun _ : m => Set.univ.pi fun _ : m => Metric.closedBall (0 : ℂ) 1) :=
      isCompact_univ_pi fun _ => isCompact_univ_pi fun _ => isCompact_closedBall _ _
    refine IsCompact.of_isClosed_subset hbox (isClosed_eq hc.matrix_trace continuous_const) ?_
    intro B hB i _ j _
    have h1 : ∑ k, ∑ l, ‖B l k‖ ^ 2 = 1 := by
      have h := congrArg Complex.re (show (Bᴴ * B).trace = 1 from hB)
      simp only [trace, diag_apply, Matrix.mul_apply, conjTranspose_apply, Complex.re_sum,
        Complex.one_re] at h
      refine Eq.trans ?_ h
      refine Finset.sum_congr rfl fun k _ => Finset.sum_congr rfl fun l _ => ?_
      rw [Complex.sq_norm, Complex.normSq_apply]
      simp
    have h2 : ‖B i j‖ ^ 2 ≤ 1 :=
      calc ‖B i j‖ ^ 2 ≤ ∑ l, ‖B l j‖ ^ 2 :=
            Finset.single_le_sum (f := fun l => ‖B l j‖ ^ 2) (fun _ _ => sq_nonneg _)
              (Finset.mem_univ i)
        _ ≤ ∑ k, ∑ l, ‖B l k‖ ^ 2 :=
            Finset.single_le_sum (f := fun k => ∑ l, ‖B l k‖ ^ 2)
              (fun _ _ => Finset.sum_nonneg fun _ _ => sq_nonneg _) (Finset.mem_univ j)
        _ = 1 := h1
    have h3 : ‖B i j‖ ≤ 1 := (pow_le_one_iff_of_nonneg (norm_nonneg _) two_ne_zero).mp h2
    exact mem_closedBall_zero_iff.mpr h3
  have he : {Γ : Matrix m m ℂ | IsDensity Γ}
      = (fun B : Matrix m m ℂ => Bᴴ * B) '' {B | (Bᴴ * B).trace = 1} := by
    ext Γ
    constructor
    · intro h
      obtain ⟨B, rfl⟩ := density_factor (show IsDensity Γ from h)
      exact ⟨B, (show IsDensity (Bᴴ * B) from h).2, rfl⟩
    · rintro ⟨B, hB, rfl⟩
      exact ⟨posSemidef_conjTranspose_mul_self B, hB⟩
  rw [he]
  exact hS.image hc
```

The factorisation comes from `CStarAlgebra.nonneg_iff_eq_star_mul_self`. For compactness, `h1` is Σ|B_ij|² = 1, which puts each entry in the unit disc; `hS` is then a closed subset of the compact box `hbox`, and `he` writes the density matrices as its image under B ↦ BᴴB.

```lean
omit [DecidableEq m] in
/-- For a unit vector, `|ψ⟩⟨ψ|` is a density matrix with expectation values `Re ⟨ψ, A ψ⟩`. -/
theorem pure_state {ψ : m → ℂ} (hψ : star ψ ⬝ᵥ ψ = 1) :
    IsDensity (vecMulVec ψ (star ψ)) ∧
      ∀ A, ev (vecMulVec ψ (star ψ)) A = (star ψ ⬝ᵥ A *ᵥ ψ).re := by
  refine ⟨⟨?_, ?_⟩, fun A => ?_⟩
  · obtain ⟨C, hC⟩ : ∃ C : Matrix m Unit ℂ, ∀ i u, C i u = ψ i :=
      ⟨Matrix.of fun i _ => ψ i, fun _ _ => rfl⟩
    have h : vecMulVec ψ (star ψ) = C * Cᴴ := by
      ext i j
      simp only [Matrix.mul_apply, vecMulVec_apply, conjTranspose_apply, hC, Pi.star_apply,
        Fintype.sum_unique]
    rw [h]
    exact posSemidef_self_mul_conjTranspose _
  · rw [← hψ]
    simp only [trace, diag_apply, vecMulVec_apply, dotProduct]
    exact Finset.sum_congr rfl fun i _ => mul_comm _ _
  · unfold ev
    refine congrArg Complex.re ?_
    simp only [trace, diag_apply, Matrix.mul_apply, vecMulVec_apply, dotProduct, mulVec,
      Finset.mul_sum]
    rw [Finset.sum_comm]
    exact Finset.sum_congr rfl fun i _ => Finset.sum_congr rfl fun j _ => by ring
```

`vecMulVec ψ (star ψ)` is |ψ⟩⟨ψ|, positive semidefinite as `C * Cᴴ` for the column `C`.

```lean
/-- Variational bound for any vector: `E ⟨x, x⟩ ≤ Re ⟨x, H x⟩`. -/
theorem rayleigh_bound (H : Matrix m m ℂ) (x : m → ℂ) :
    groundEnergy H * (star x ⬝ᵥ x).re ≤ (star x ⬝ᵥ H *ᵥ x).re := by
  have hcont : Continuous fun Γ : Matrix m m ℂ => ev Γ H := by
    have h : Continuous fun Γ : Matrix m m ℂ => Γ * H :=
      continuous_id'.matrix_mul continuous_const
    unfold ev
    exact Complex.continuous_re.comp' h.matrix_trace
  have hb : BddBelow {e | ∃ ψ : m → ℂ, star ψ ⬝ᵥ ψ = 1 ∧ (star ψ ⬝ᵥ H *ᵥ ψ).re = e} := by
    refine (density_isCompact.image hcont).bddBelow.mono ?_
    rintro _ ⟨ψ, hψ, rfl⟩
    exact ⟨_, (pure_state hψ).1, (pure_state hψ).2 H⟩
  have hnn := Complex.nonneg_iff.mp (dotProduct_star_self_nonneg x)
  obtain ⟨r, hr0, hr⟩ : ∃ r : ℝ, 0 ≤ r ∧ star x ⬝ᵥ x = r :=
    ⟨(star x ⬝ᵥ x).re, hnn.1, Complex.ext rfl hnn.2.symm⟩
  rcases hr0.eq_or_lt with h | hpos
  · have hx : x = 0 := dotProduct_star_self_eq_zero.mp (by rw [hr, ← h]; simp)
    rw [hx]
    simp
  · -- normalise `x`
    obtain ⟨c, hc⟩ : ∃ c : ℝ, c * c * r = 1 :=
      ⟨(Real.sqrt r)⁻¹, by rw [← mul_inv, Real.mul_self_sqrt hr0, inv_mul_cancel₀ hpos.ne']⟩
    have hs : star ((c : ℂ) • x) = (c : ℂ) • star x := by
      ext i
      simp
    have h1 : star ((c : ℂ) • x) ⬝ᵥ ((c : ℂ) • x) = 1 := by
      rw [hs, smul_dotProduct, dotProduct_smul, hr, smul_eq_mul, smul_eq_mul, ← mul_assoc]
      exact_mod_cast hc
    have key : groundEnergy H ≤ (star ((c : ℂ) • x) ⬝ᵥ H *ᵥ ((c : ℂ) • x)).re := by
      unfold groundEnergy
      exact csInf_le hb ⟨(c : ℂ) • x, h1, rfl⟩
    rw [hs, mulVec_smul, smul_dotProduct, dotProduct_smul, smul_eq_mul, smul_eq_mul,
      Complex.re_ofReal_mul, Complex.re_ofReal_mul] at key
    rw [hr, Complex.ofReal_re]
    calc groundEnergy H * r ≤ c * (c * (star x ⬝ᵥ H *ᵥ x).re) * r :=
          mul_le_mul_of_nonneg_right key hr0
      _ = _ := by linear_combination (star x ⬝ᵥ H *ᵥ x).re * hc
```

`hb` bounds the set in `groundEnergy` from below, since pure-state energies lie in a compact image. The case ⟨x,x⟩ = r > 0 rescales by c = 1/√r and applies `csInf_le`.

```lean
/-- The energy of a density matrix is at least the ground-state energy. -/
theorem groundEnergy_le_ev (H : Matrix m m ℂ) {Γ : Matrix m m ℂ} (hΓ : IsDensity Γ) :
    groundEnergy H ≤ ev Γ H := by
  obtain ⟨B, rfl⟩ := density_factor hΓ
  have key : ∀ A : Matrix m m ℂ, (Bᴴ * B * A).trace = ∑ k, B k ⬝ᵥ A *ᵥ star (B k) := by
    intro A
    rw [Matrix.mul_assoc, trace_mul_comm, Matrix.mul_assoc]
    simp only [trace, diag_apply, Matrix.mul_apply, conjTranspose_apply, dotProduct, mulVec,
      Pi.star_apply]
  have h1 : ∑ k, (B k ⬝ᵥ star (B k)).re = 1 := by
    have h := key 1
    simp only [Matrix.mul_one, one_mulVec] at h
    rw [← Complex.re_sum, ← h, hΓ.2, Complex.one_re]
  calc groundEnergy H = ∑ k, groundEnergy H * (B k ⬝ᵥ star (B k)).re := by
        rw [← Finset.mul_sum, h1, mul_one]
    _ ≤ ∑ k, (B k ⬝ᵥ H *ᵥ star (B k)).re := Finset.sum_le_sum fun k _ => by
        simpa only [star_star] using rayleigh_bound H (star (B k))
    _ = ev (Bᴴ * B) H := by rw [ev, key, Complex.re_sum]
```

This is (1): `key` is the trace formula and `star (B k)` is x_k.

```lean
/-- Changing the potential from `v` to `w` shifts the energy of `Γ` by `(w - v)` dotted
with its density. -/
theorem ev_ham (H0 Γ : Matrix m m ℂ) (n : ι → Matrix m m ℂ) (v w : ι → ℝ) :
    ev Γ (ham H0 n w) = ev Γ (ham H0 n v) + (w - v) ⬝ᵥ fun i => ev Γ (n i) := by
  simp only [ev, ham, mul_add, Finset.mul_sum, Matrix.mul_smul, trace_add, trace_sum,
    trace_smul, smul_eq_mul, Complex.add_re, Complex.re_sum, Complex.re_ofReal_mul,
    dotProduct, Pi.sub_apply, sub_mul, Finset.sum_sub_distrib]
  ring

omit [DecidableEq m] in
/-- The trace of a product of two Hermitian matrices equals its real part. -/
theorem trace_eq_ev {Γ A : Matrix m m ℂ} (hΓ : Γ.IsHermitian) (hA : A.IsHermitian) :
    (Γ * A).trace = ev Γ A := by
  have h : star (Γ * A).trace = (Γ * A).trace := by
    rw [← trace_conjTranspose, conjTranspose_mul, hΓ.eq, hA.eq, trace_mul_comm]
  exact (Complex.conj_eq_iff_re.mp h).symm
```

These are (2) and the reality of tr(ΓA), the one step where Hermiticity of the operators enters.

```lean
/-- If `p` obeys every linear lower bound that holds for the expectation values of the
operators `N k` in all density matrices, then one density matrix has expectation values `p`. -/
theorem exists_density_of_bounds (N : ι → Matrix m m ℂ) (p : ι → ℝ)
    (h : ∀ (a : ι → ℝ) (c : ℝ),
      (∀ Γ, IsDensity Γ → c ≤ ∑ k, ev Γ (N k) * a k) → c ≤ ∑ k, p k * a k) :
    ∃ Γ, IsDensity Γ ∧ ∀ k, ev Γ (N k) = p k := by
  classical
  have hcont : Continuous fun (Γ : Matrix m m ℂ) (k : ι) => ev Γ (N k) :=
    continuous_pi fun k => by
      have hm : Continuous fun Γ : Matrix m m ℂ => Γ * N k :=
        continuous_id'.matrix_mul continuous_const
      unfold ev
      exact Complex.continuous_re.comp' hm.matrix_trace
  have hconv : Convex ℝ
      ((fun (Γ : Matrix m m ℂ) (k : ι) => ev Γ (N k)) '' {Γ | IsDensity Γ}) := by
    rintro _ ⟨A, ⟨hA, tA⟩, rfl⟩ _ ⟨B, ⟨hB, tB⟩, rfl⟩ a b ha hb hab
    refine ⟨(a : ℂ) • A + (b : ℂ) • B, ⟨(hA.smul (Complex.zero_le_real.mpr ha)).add
      (hB.smul (Complex.zero_le_real.mpr hb)), ?_⟩, ?_⟩
    · rw [trace_add, trace_smul, trace_smul, tA, tB]
      simp only [smul_eq_mul, mul_one]
      exact_mod_cast hab
    · funext k
      simp only [ev, add_mul, Matrix.smul_mul, trace_add, trace_smul, smul_eq_mul,
        Complex.add_re, Complex.re_ofReal_mul, Pi.add_apply, Pi.smul_apply]
  by_contra hne
  -- separate `p` from the compact convex set of expectation vectors
  obtain ⟨f, u, hp, hK⟩ := geometric_hahn_banach_point_closed (x := p) hconv
    (density_isCompact.image hcont).isClosed
    (fun ⟨Γ, hΓ, e⟩ => hne ⟨Γ, hΓ, fun k => congrFun e k⟩)
  obtain ⟨a, hf⟩ : ∃ a : ι → ℝ, ∀ x, f x = ∑ k, x k * a k :=
    ⟨fun k => f fun j => if k = j then 1 else 0,
      fun x => by
        simpa only [smul_eq_mul, ContinuousLinearMap.coe_coe] using
          LinearMap.pi_apply_eq_sum_univ (f : (ι → ℝ) →ₗ[ℝ] ℝ) x⟩
  have hu := h a u fun Γ hΓ => by
    have h1 := hK _ ⟨Γ, hΓ, rfl⟩
    rw [hf] at h1
    exact h1.le
  rw [hf] at hp
  exact absurd hp (not_lt.mpr hu)
```

For any finite family `N k`, `hconv` and compactness feed `geometric_hahn_banach_point_closed`, which returns a functional `f` and a number `u` with f(p) < u < f on the set. `LinearMap.pi_apply_eq_sum_univ` expands `f` into coefficients `a k`, and the hypothesis with c = u contradicts f(p) < u.

```lean
/-- For Hermitian `H0`, `n i` and nonempty `m`, `ρ` satisfies `E(w) ≤ E(v) + (w - v)·ρ` for all `w` exactly when it is the density of a
density matrix whose energy in `H(v)` equals `E(v)`. -/
theorem supergradient_iff_ensemble [Nonempty m] {H0 : Matrix m m ℂ} {n : ι → Matrix m m ℂ}
    (h0 : H0.IsHermitian) (hn : ∀ i, (n i).IsHermitian) (v ρ : ι → ℝ) :
    (∀ w, groundEnergy (ham H0 n w) ≤ groundEnergy (ham H0 n v) + (w - v) ⬝ᵥ ρ) ↔
      ∃ Γ : Matrix m m ℂ, IsDensity Γ ∧ (∀ i, (Γ * n i).trace = ρ i) ∧
        (Γ * ham H0 n v).trace = groundEnergy (ham H0 n v) := by
  constructor
  · intro hs
    have hn' : ∀ i, (n i)ᴴ = n i := fun i => hn i
    have hH : (ham H0 n v).IsHermitian := by
      unfold Matrix.IsHermitian ham
      simp [conjTranspose_add, conjTranspose_sum, conjTranspose_smul, h0.eq, hn']
    obtain ⟨Γ, hΓ, h⟩ := exists_density_of_bounds
      (fun o : Option ι => o.elim (ham H0 n v) n)
      (fun o : Option ι => o.elim (groundEnergy (ham H0 n v)) ρ) (by
      intro a c hc
      simp only [Fintype.sum_option, Option.elim] at hc ⊢
      obtain ⟨t, ht, hta⟩ : ∃ t : ℝ, 0 < t ∧ t * a none ≤ 1 :=
        ⟨1 / (|a none| + 1), by positivity, by
          rw [div_mul_eq_mul_div, one_mul, div_le_one (by positivity)]
          linarith [le_abs_self (a none)]⟩
      have hd : ∀ y : ι → ℝ,
          (v + t • (fun i => a (some i)) - v) ⬝ᵥ y = t * ∑ i, y i * a (some i) := by
        intro y
        simp only [add_sub_cancel_left, dotProduct, Pi.smul_apply, smul_eq_mul, Finset.mul_sum]
        exact Finset.sum_congr rfl fun i _ => by ring
      -- the bound `hc` gives a lower bound for the energy at `v + t a`
      have hlow : groundEnergy (ham H0 n v) + t * (c - groundEnergy (ham H0 n v) * a none)
          ≤ groundEnergy (ham H0 n (v + t • fun i => a (some i))) := by
        conv_rhs => unfold groundEnergy
        refine le_csInf ⟨_, Pi.single (Classical.arbitrary m) 1, by simp, rfl⟩ ?_
        rintro _ ⟨ψ, hψ, rfl⟩
        obtain ⟨hP, hev⟩ := pure_state hψ
        rw [← hev, ev_ham H0 _ n v, hd]
        linarith [mul_nonneg (sub_nonneg.mpr (groundEnergy_le_ev (ham H0 n v) hP))
          (sub_nonneg.mpr hta), mul_le_mul_of_nonneg_left (hc _ hP) ht.le]
      have hup := hs (v + t • fun i => a (some i))
      rw [hd] at hup
      have h2 : c - groundEnergy (ham H0 n v) * a none ≤ ∑ i, ρ i * a (some i) :=
        le_of_mul_le_mul_left (by linarith) ht
      linarith)
    refine ⟨Γ, hΓ, fun i => ?_, ?_⟩
    · have h1 := h (some i)
      simp only [Option.elim] at h1
      rw [trace_eq_ev hΓ.1.1 (hn i), h1]
    · have h1 := h none
      simp only [Option.elim] at h1
      rw [trace_eq_ev hΓ.1.1 hH, h1]
  · rintro ⟨Γ, hΓ, hρ, hE⟩ w
    have h1 : ev Γ (ham H0 n v) = groundEnergy (ham H0 n v) := by
      rw [ev, hE, Complex.ofReal_re]
    have h2 : (fun i => ev Γ (n i)) = ρ := funext fun i => by
      rw [ev, hρ, Complex.ofReal_re]
    have h3 := groundEnergy_le_ev (ham H0 n w) hΓ
    rwa [ev_ham H0 Γ n v w, h1, h2] at h3
```

In words: for Hermitian `H0` and `n i`, and any real `v` and `ρ`, (S) holds if and only if a density matrix has the densities `ρ i` and the energy E(v), both as equalities of complex numbers. `[Nonempty m]` matters: for empty `m` Lean's `sInf` of the empty set is 0, so ρ = 0 would satisfy (S) although no matrix has trace one.

A device worth reusing is the index type `Option ι`, which adjoins H(v) to the family n_i without a new lemma: `a none` is a0, `a (some i)` is a_i, and `Fintype.sum_option` splits the sums. The choice is t = 1/(|a0| + 1). In `hlow`, `le_csInf` takes the infimum over ψ, using a basis vector to show the set nonempty, and `linarith` combines (e − E(v))(1 − t·a0) ≥ 0 with t times the bound. `hup` is (S) at v + ta. The second branch is (1) with (2).

```lean
/-- For Hermitian `H0`, `n i` and nonempty `m`: some potential `v` and density matrix `Γ` have `tr(Γ n_i) = ρ_i` for all `i` and `tr(Γ H(v)) = E(v)` exactly when
`w ↦ E(w) - w·ρ` attains its maximum. -/
theorem representable_iff_max_attained [Nonempty m] {H0 : Matrix m m ℂ}
    {n : ι → Matrix m m ℂ} (h0 : H0.IsHermitian) (hn : ∀ i, (n i).IsHermitian) (ρ : ι → ℝ) :
    (∃ (v : ι → ℝ) (Γ : Matrix m m ℂ), IsDensity Γ ∧ (∀ i, (Γ * n i).trace = ρ i) ∧
        (Γ * ham H0 n v).trace = groundEnergy (ham H0 n v)) ↔
      ∃ v, ∀ w, groundEnergy (ham H0 n w) - w ⬝ᵥ ρ ≤ groundEnergy (ham H0 n v) - v ⬝ᵥ ρ := by
  refine exists_congr fun v => (supergradient_iff_ensemble h0 hn v ρ).symm.trans
    (forall_congr' fun w => ?_)
  rw [sub_dotProduct]
  constructor <;> intro h <;> linarith

end

end LatticeVRepresentability
```

Rearranging (S) as E(w) − w·ρ ≤ E(v) − v·ρ gives the corollary, with the same `v` serving on both sides.

```lean
#print axioms LatticeVRepresentability.groundEnergy_le_ev
#print axioms LatticeVRepresentability.representable_iff_max_attained
```

```
'LatticeVRepresentability.groundEnergy_le_ev' depends on axioms: [propext, Classical.choice, Quot.sound]
'LatticeVRepresentability.representable_iff_max_attained' depends on axioms: [propext, Classical.choice, Quot.sound]
```

The dimension is finite, and the n_i are arbitrary Hermitian matrices: no lattice geometry, particle number or commutation relation is built in. The energy condition on Γ is tr(ΓH(v)) = E(v). Since H(v) − E(v) is positive semidefinite, this holds exactly when Γ is a mixture of ground eigenvectors of H(v); that last step is not part of the checked file. The theorems characterise representability without asserting uniqueness of v in the Hohenberg–Kohn sense or determining which ρ admit a maximiser.
